# A real symplectic matrix has bounded powers exactly when it conserves a positive definite quadratic form

Stability of a periodically driven linear system is taken here to mean boundedness of the motion sampled once per period, and the drive enters only through its one-period map. Let x = (q, p) collect finitely many positions and momenta, with equations of motion linear and homogeneous in x (no external force term) and coefficients of period τ. One period sends x to Sx for a real matrix S, so

x(kτ) = S^k x(0), k = 0, 1, 2, …

The system counts as stable when a single constant bounds all entries of all S^k. The differential equation, the motion inside a period and robustness under perturbation of S are not treated. The index set `n` of the general statements has d elements, and `l` labels the degrees of freedom.

In Lean 4 with Mathlib:

```lean
import Mathlib

open Matrix Filter Topology

namespace StroboscopicEnergy

variable {n l : Type*} [Fintype n] [DecidableEq n] [Fintype l] [DecidableEq l]
```

## Bounded powers, energies and the symplectic form

A sequence of matrices M_k is uniformly bounded if |(M_k)_ij| ≤ C for one C and all k, i, j.

```lean
/-- All entries of a sequence of matrices obey one common bound. -/
def UniformlyBounded (M : ℕ → Matrix n n ℝ) : Prop := ∃ C : ℝ, ∀ k i j, |M k i j| ≤ C
```

Stability is this property for M_k = S^k. Column j of S^k is the state reached from the unit vector e_j after k periods.

```lean
/-- The iterates `S ^ k`, `k ≥ 0`, of the one-period map are uniformly bounded. -/
def BoundedPowers (S : Matrix n n ℝ) : Prop := UniformlyBounded fun k => S ^ k
```

An energy is a symmetric matrix A with xᵀAx > 0 for x ≠ 0. The customary factor ½ is omitted.

```lean
/-- `A` is symmetric and its quadratic form is positive definite. -/
def IsEnergy (A : Matrix n n ℝ) : Prop := Aᵀ = A ∧ ∀ x : n → ℝ, x ≠ 0 → 0 < x ⬝ᵥ A *ᵥ x
```

Conservation over one period means (Sx)ᵀA(Sx) = xᵀAx for all x, that is SᵀAS = A. This A need not be the Hamiltonian at any instant, and no uniqueness is claimed.

```lean
/-- `S` leaves some positive definite quadratic energy invariant. -/
def ConservesEnergy (S : Matrix n n ℝ) : Prop := ∃ A, IsEnergy A ∧ Sᵀ * A * S = A
```

On `l ⊕ l`, positions first, J has block rows (0, 1) and (−1, 0), the convention in which Hamilton's equations read dx/dt = J∇H.

```lean
/-- The standard symplectic form on positions and momenta. -/
def formJ (l : Type*) [DecidableEq l] : Matrix (l ⊕ l) (l ⊕ l) ℝ := fromBlocks 0 1 (-1) 0
```

The condition SᵀJS = J stands for Hamiltonian, frictionless evolution. It is assumed for S and not derived from a flow.

```lean
/-- `S` preserves the standard symplectic form. -/
def IsSymplectic (S : Matrix (l ⊕ l) (l ⊕ l) ℝ) : Prop := Sᵀ * formJ l * S = formJ l
```

## Two estimates and invariance under powers

If the entries of M_k and N_k are bounded by C and D, then

|(M_k N_k)_ij| ≤ Σ_a |(M_k)_ia| |(N_k)_aj| ≤ dCD.

```lean
omit [DecidableEq n] in
/-- The termwise product of two bounded matrix sequences is bounded. -/
theorem bounded_mul {M N : ℕ → Matrix n n ℝ} (hM : UniformlyBounded M)
    (hN : UniformlyBounded N) : UniformlyBounded fun k => M k * N k := by
  obtain ⟨C, hC⟩ := hM
  obtain ⟨D, hD⟩ := hN
  refine ⟨Fintype.card n * (C * D), fun k i j => ?_⟩
  show |(M k * N k) i j| ≤ _
  rw [mul_apply]
  calc _ ≤ ∑ a, |M k i a * N k a j| := Finset.abs_sum_le_sum_abs _ _
    _ ≤ ∑ _a : n, C * D := Finset.sum_le_sum fun a _ => by
        rw [abs_mul]
        exact mul_le_mul (hC k i a) (hD k a j) (abs_nonneg _) ((abs_nonneg _).trans (hC k i a))
    _ = _ := by simp
```

Write |x|² = xᵀx. For M with entries bounded by C, Cauchy–Schwarz on row i and a sum over the d rows give

(Mx)_i² ≤ (Σ_j M_ij²) |x|² ≤ dC² |x|², |Mx|² ≤ (dC)² |x|².

```lean
omit [DecidableEq n] in
/-- A matrix with entries bounded by `C` stretches squared lengths by at most `(dim C)²`. -/
theorem normSq_mulVec_le {M : Matrix n n ℝ} {C : ℝ} (hM : ∀ i j, |M i j| ≤ C) (x : n → ℝ) :
    (M *ᵥ x) ⬝ᵥ (M *ᵥ x) ≤ (Fintype.card n * C) ^ 2 * (x ⬝ᵥ x) := by
  have h : ∀ i, (M *ᵥ x) i * (M *ᵥ x) i ≤ Fintype.card n * C ^ 2 * (x ⬝ᵥ x) := by
    intro i
    have h2 : ∑ j, M i j ^ 2 ≤ Fintype.card n * C ^ 2 :=
      calc _ ≤ ∑ _j : n, C ^ 2 := Finset.sum_le_sum fun j _ =>
            sq_le_sq' (abs_le.mp (hM i j)).1 (abs_le.mp (hM i j)).2
        _ = _ := by simp
    have h3 : ∑ j, x j ^ 2 = x ⬝ᵥ x := by simp [dotProduct, sq]
    calc _ = (∑ j, M i j * x j) ^ 2 := by rw [sq]; rfl
      _ ≤ (∑ j, M i j ^ 2) * ∑ j, x j ^ 2 :=
          Finset.sum_mul_sq_le_sq_mul_sq Finset.univ (fun j => M i j) x
      _ ≤ Fintype.card n * C ^ 2 * ∑ j, x j ^ 2 :=
          mul_le_mul_of_nonneg_right h2 (Finset.sum_nonneg fun j _ => sq_nonneg _)
      _ = _ := by rw [h3]
  calc _ ≤ ∑ _i : n, Fintype.card n * C ^ 2 * (x ⬝ᵥ x) := Finset.sum_le_sum fun i _ => h i
    _ = _ := by rw [Finset.sum_const, Finset.card_univ, nsmul_eq_mul]; ring
```

If SᵀAS = A for any matrix A, induction on k extends the invariance:

(S^(k+1))ᵀ A S^(k+1) = Sᵀ [(S^k)ᵀ A S^k] S = SᵀAS = A.

```lean
/-- A bilinear form invariant over one period is invariant over any number of periods. -/
theorem form_pow {S A : Matrix n n ℝ} (h : Sᵀ * A * S = A) (k : ℕ) :
    (S ^ k)ᵀ * A * S ^ k = A := by
  induction k with
  | zero => simp
  | succ k ih =>
    rw [pow_succ, transpose_mul]
    calc _ = Sᵀ * ((S ^ k)ᵀ * A * S ^ k) * S := by simp only [Matrix.mul_assoc]
      _ = A := by rw [ih, h]
```

## A conserved energy confines the orbits

Ax = 0 gives xᵀAx = 0 and so x = 0. Thus A is injective (`hinj`), in finite dimension surjective, and there are vectors u_i with Au_i = e_i. By symmetry yᵀAu_i = u_iᵀAy = y_i for every y, hence

0 ≤ (y ± u_i)ᵀA(y ± u_i) = yᵀAy ± 2y_i + u_iᵀAu_i,

which is `key`: |y_i| ≤ (yᵀAy + u_iᵀAu_i)/2. For y = S^k e_j, `form_pow` gives yᵀAy = e_jᵀAe_j, so

|(S^k)_ij| ≤ (e_jᵀAe_j + u_iᵀAu_i)/2.

The right side is independent of k, and the finitely many pairs (i, j) share an upper bound. No symplectic structure enters.

```lean
/-- A map that conserves a positive definite energy has bounded powers. -/
theorem bounded_of_energy {S : Matrix n n ℝ} (h : ConservesEnergy S) : BoundedPowers S := by
  obtain ⟨A, ⟨hsym, hpos⟩, hinv⟩ := h
  have nn : ∀ x : n → ℝ, 0 ≤ x ⬝ᵥ A *ᵥ x := fun x => by
    by_cases hx : x = 0
    · simp [hx]
    · exact (hpos x hx).le
  have hinj : Function.Injective A.mulVecLin := by
    rw [injective_iff_map_eq_zero]
    intro x hx
    by_contra h0
    have := hpos x h0
    rw [mulVecLin_apply] at hx
    rw [hx, dotProduct_zero] at this
    exact lt_irrefl _ this
  choose u hu using fun i => LinearMap.injective_iff_surjective.mp hinj (Pi.single i 1)
  have hu' : ∀ i, A *ᵥ u i = Pi.single i 1 := fun i => by rw [← mulVecLin_apply]; exact hu i
  -- each coordinate is controlled by the energy
  have key : ∀ (y : n → ℝ) i, |y i| ≤ (y ⬝ᵥ A *ᵥ y + u i ⬝ᵥ A *ᵥ u i) / 2 := by
    intro y i
    have h1 : y ⬝ᵥ A *ᵥ u i = y i := by rw [hu', dotProduct_single, mul_one]
    have h2 : u i ⬝ᵥ A *ᵥ y = y i := by
      rw [dotProduct_mulVec, ← mulVec_transpose, hsym, hu', single_dotProduct, one_mul]
    have p := nn (y + u i)
    have m := nn (y - u i)
    simp only [mulVec_add, mulVec_sub, add_dotProduct, dotProduct_add, sub_dotProduct,
      dotProduct_sub, h1, h2] at p m
    rw [abs_le]
    constructor <;> linarith
  have q : ∀ (M : Matrix n n ℝ) (x : n → ℝ),
      x ⬝ᵥ (Mᵀ * A * M) *ᵥ x = (M *ᵥ x) ⬝ᵥ A *ᵥ (M *ᵥ x) := fun M x => by
    rw [← mulVec_mulVec, ← mulVec_mulVec, dotProduct_mulVec x Mᵀ, vecMul_transpose]
  obtain ⟨C, hC⟩ := (Set.finite_range fun p : n × n =>
    ((Pi.single p.2 1 : n → ℝ) ⬝ᵥ A *ᵥ Pi.single p.2 1 + u p.1 ⬝ᵥ A *ᵥ u p.1) / 2).bddAbove
  refine ⟨C, fun k i j => ?_⟩
  have e : (S ^ k *ᵥ (Pi.single j 1 : n → ℝ)) i = (S ^ k) i j := by
    show (fun a => (S ^ k) i a) ⬝ᵥ (Pi.single j 1 : n → ℝ) = _
    rw [dotProduct_single, mul_one]
  have b := key (S ^ k *ᵥ (Pi.single j 1 : n → ℝ)) i
  rw [e, ← q, form_pow hinv] at b
  exact b.trans (hC ⟨(i, j), rfl⟩)
```

## Time averaging produces an energy

Suppose the S^k are bounded and have left inverses R_k, R_k S^k = 1, with entries bounded by C. Transport the Euclidean form along the motion and average:

G_k = (S^k)ᵀ S^k, A_N = (1/(N+1)) Σ_{k=0..N} G_k.

The entries of G_k are bounded by some D, and so are those of A_N (`hb`). The box [−D, D]^(d×d) is compact, so a subsequence A_φ(N) converges to a matrix B. Each A_N is symmetric, hence B is. For positivity set K = (dC)² and apply the stretching estimate to x = R_k(S^k x):

|x|² ≤ K |S^k x|² = K xᵀG_k x.

This is `h1`. Summing and dividing by N + 1 gives |x|² ≤ K xᵀA_N x (`h2`, `h3`), the limit gives |x|² ≤ K xᵀBx (`h4`), and with K ≥ 0 and x ≠ 0 this forces xᵀBx > 0. For invariance, SᵀG_k S = G_(k+1), so the sum telescopes (`tel`):

SᵀA_N S − A_N = (G_(N+1) − G_0)/(N+1).

Each entry is at most 2D/(N+1) in modulus and tends to zero (`t3`). Continuity yields SᵀBS = B.

```lean
/-- If the powers of `S` are bounded and have bounded left inverses, then `S` conserves a
positive definite energy. -/
theorem energy_of_bounded {S : Matrix n n ℝ} {R : ℕ → Matrix n n ℝ} (hS : BoundedPowers S)
    (hR : UniformlyBounded R) (hRS : ∀ k, R k * S ^ k = 1) : ConservesEnergy S := by
  obtain ⟨G, hG⟩ : ∃ G : ℕ → Matrix n n ℝ, ∀ k, G k = (S ^ k)ᵀ * S ^ k := ⟨_, fun _ => rfl⟩
  -- time averages of the transported Euclidean form
  obtain ⟨A, hA⟩ : ∃ A : ℕ → Matrix n n ℝ,
      ∀ N, A N = (1 / ((N : ℝ) + 1)) • ∑ k ∈ Finset.range (N + 1), G k := ⟨_, fun _ => rfl⟩
  have hp : ∀ N : ℕ, 0 < (N : ℝ) + 1 := fun N => by positivity
  obtain ⟨D, hD⟩ : UniformlyBounded G := by
    have hT : UniformlyBounded fun k => (S ^ k)ᵀ := hS.imp fun C hC k i j => hC k j i
    rw [funext hG]
    exact bounded_mul hT hS
  have hb : ∀ N i j, |A N i j| ≤ D := by
    intro N i j
    rw [hA, Matrix.smul_apply, Matrix.sum_apply, smul_eq_mul, abs_mul,
      abs_of_pos (one_div_pos.mpr (hp N)), one_div, inv_mul_le_iff₀ (hp N)]
    calc _ ≤ ∑ k ∈ Finset.range (N + 1), |G k i j| := Finset.abs_sum_le_sum_abs _ _
      _ ≤ ∑ _k ∈ Finset.range (N + 1), D := Finset.sum_le_sum fun k _ => hD k i j
      _ = _ := by simp
  obtain ⟨B, φ, hφ, hB⟩ : ∃ (B : Matrix n n ℝ) (φ : ℕ → ℕ), StrictMono φ ∧
      Tendsto (fun N => A (φ N)) atTop (𝓝 B) := by
    have hK : IsCompact (Set.univ.pi fun _ : n => Set.univ.pi fun _ : n => Set.Icc (-D) D) :=
      isCompact_univ_pi fun _ => isCompact_univ_pi fun _ => isCompact_Icc
    obtain ⟨b, -, φ, h1, h2⟩ := hK.tendsto_subseq (x := fun N i j => A N i j)
      (fun N i _ j _ => abs_le.mp (hb N i j))
    exact ⟨b, φ, h1, h2⟩
  refine ⟨B, ⟨?_, fun x hx => ?_⟩, ?_⟩
  · have hs : ∀ N, (A N)ᵀ = A N := fun N => by
      simp only [hA, hG, transpose_smul, transpose_sum, transpose_mul, transpose_transpose]
    have hc : Continuous fun X : Matrix n n ℝ => Xᵀ := continuous_id.matrix_transpose
    exact tendsto_nhds_unique (((hc.tendsto B).comp hB).congr fun N => hs (φ N)) hB
  · obtain ⟨C, hC⟩ := hR
    obtain ⟨K, hK⟩ : ∃ K : ℝ, K = (Fintype.card n * C) ^ 2 := ⟨_, rfl⟩
    -- bounded inverses keep the orbit away from the origin
    have h1 : ∀ k, x ⬝ᵥ x ≤ K * (x ⬝ᵥ G k *ᵥ x) := fun k => by
      have := normSq_mulVec_le (hC k) (S ^ k *ᵥ x)
      rw [mulVec_mulVec, hRS, one_mulVec, ← hK] at this
      rwa [hG, ← mulVec_mulVec, dotProduct_mulVec x, vecMul_transpose]
    have h2 : ∀ m : ℕ, m * (x ⬝ᵥ x) ≤ K * (x ⬝ᵥ (∑ k ∈ Finset.range m, G k) *ᵥ x) := by
      intro m
      induction m with
      | zero => simp
      | succ m ih =>
        rw [Finset.sum_range_succ, add_mulVec, dotProduct_add]
        push_cast
        linarith [h1 m]
    have h3 : ∀ N, x ⬝ᵥ x ≤ K * (x ⬝ᵥ A N *ᵥ x) := fun N => by
      have aux : ∀ a q : ℝ, ((N : ℝ) + 1) * a ≤ K * q → a ≤ K * (1 / ((N : ℝ) + 1) * q) := by
        intro a q h
        rw [show K * (1 / ((N : ℝ) + 1) * q) = K * q / ((N : ℝ) + 1) by ring, le_div_iff₀ (hp N)]
        linarith
      rw [hA]
      rw [Matrix.smul_mulVec]
      rw [dotProduct_smul, smul_eq_mul]
      exact aux _ _ (by exact_mod_cast h2 (N + 1))
    have hc : Continuous fun X : Matrix n n ℝ => x ⬝ᵥ X *ᵥ x := by
      exact continuous_const.dotProduct (continuous_id.matrix_mulVec continuous_const)
    have h4 : x ⬝ᵥ x ≤ K * (x ⬝ᵥ B *ᵥ x) :=
      ge_of_tendsto' (((hc.tendsto B).comp hB).const_mul K) fun N => h3 (φ N)
    have h5 : 0 < x ⬝ᵥ x := lt_of_le_of_ne (Finset.sum_nonneg fun i _ => mul_self_nonneg _)
      fun h => hx (dotProduct_self_eq_zero.mp h.symm)
    have h6 : 0 ≤ K := by rw [hK]; positivity
    by_contra h7
    nlinarith [mul_nonneg h6 (neg_nonneg.mpr (not_lt.mp h7))]
  · have hstep : ∀ k, Sᵀ * G k * S = G (k + 1) := fun k => by
      rw [hG, hG, pow_succ, transpose_mul]; simp only [Matrix.mul_assoc]
    -- the defect of invariance telescopes
    have tel : ∀ N, Sᵀ * A N * S - A N = (1 / ((N : ℝ) + 1)) • (G (N + 1) - G 0) := fun N => by
      rw [hA, Matrix.mul_smul, Matrix.smul_mul, Matrix.mul_sum, Matrix.sum_mul, ← smul_sub,
        ← Finset.sum_sub_distrib]
      simp only [hstep]
      rw [Finset.sum_range_sub G]
    rw [← sub_eq_zero]
    ext i j
    have hc : Continuous fun X : Matrix n n ℝ => (Sᵀ * X * S - X) i j :=
      (((continuous_const.matrix_mul continuous_id).matrix_mul continuous_const).sub
        continuous_id).matrix_elem i j
    have t : Tendsto (fun N : ℕ => 1 / ((N : ℝ) + 1)) atTop (𝓝 0) :=
      tendsto_one_div_add_atTop_nhds_zero_nat
    have t2 := t.mul_const (D + D)
    rw [zero_mul] at t2
    have t3 : Tendsto (fun N => (Sᵀ * A N * S - A N) i j) atTop (𝓝 0) := by
      refine squeeze_zero_norm (fun N => ?_) t2
      rw [tel, Matrix.smul_apply, Matrix.sub_apply, smul_eq_mul, Real.norm_eq_abs, abs_mul,
        abs_of_pos (one_div_pos.mpr (hp N))]
      refine mul_le_mul_of_nonneg_left ?_ (one_div_pos.mpr (hp N)).le
      have a := abs_le.mp (hD (N + 1) i j)
      have b := abs_le.mp (hD 0 i j)
      rw [abs_le]
      constructor <;> linarith [a.1, a.2, b.1, b.2]
    exact tendsto_nhds_unique ((hc.tendsto B).comp hB) (t3.comp hφ.tendsto_atTop)
```

## Sources of bounded inverses

For S with inverse T, TS = 1, the choice R_k = T^k works when the backward powers are bounded. Conversely an energy of S is one of T, since ST = 1 and

TᵀAT = Tᵀ(SᵀAS)T = (ST)ᵀA(ST) = A.

An invertible map thus conserves an energy exactly when forward and backward powers are both bounded.

```lean
/-- A map `S` with inverse `T` conserves a positive definite energy iff the powers of both
`S` and `T` are bounded. -/
theorem energy_iff_two_sided {S T : Matrix n n ℝ} (h : T * S = 1) :
    BoundedPowers S ∧ BoundedPowers T ↔ ConservesEnergy S := by
  refine ⟨fun ⟨hS, hT⟩ => energy_of_bounded hS hT fun k => ?_,
    fun hE => ⟨bounded_of_energy hE, bounded_of_energy ?_⟩⟩
  · show T ^ k * S ^ k = 1
    induction k with
    | zero => simp
    | succ k ih =>
      calc _ = T ^ k * (T * S) * S ^ k := by
            rw [pow_succ T, pow_succ' S]; simp only [Matrix.mul_assoc]
        _ = 1 := by rw [h, Matrix.mul_one, ih]
  · obtain ⟨A, hA, hinv⟩ := hE
    refine ⟨A, hA, ?_⟩
    calc Tᵀ * A * T = Tᵀ * (Sᵀ * A * S) * T := by rw [hinv]
      _ = (S * T)ᵀ * A * (S * T) := by rw [transpose_mul]; simp only [Matrix.mul_assoc]
      _ = A := by rw [mul_eq_one_comm.mp h]; simp
```

If S preserves a form Ω with det Ω ≠ 0, symmetric, antisymmetric or neither, then (S^k)ᵀΩS^k = Ω gives

R_k = Ω⁻¹ (S^k)ᵀ Ω, R_k S^k = 1.

Transposition keeps the bound and Ω, Ω⁻¹ are constant, so `bounded_mul` applied twice bounds R_k. Forward boundedness then suffices.

```lean
/-- A map preserving a nondegenerate bilinear form `Ω` has bounded powers iff it conserves
a positive definite energy. -/
theorem bounded_iff_energy_of_form {S Ω : Matrix n n ℝ} (hΩ : IsUnit Ω.det)
    (h : Sᵀ * Ω * S = Ω) : BoundedPowers S ↔ ConservesEnergy S := by
  refine ⟨fun hS => ?_, bounded_of_energy⟩
  have hc : ∀ P : Matrix n n ℝ, UniformlyBounded fun _ => P := fun P =>
    (Set.finite_range fun p : n × n => |P p.1 p.2|).bddAbove.imp
      fun C hC _ i j => hC ⟨(i, j), rfl⟩
  have hT : UniformlyBounded fun k => (S ^ k)ᵀ := hS.imp fun C hC k i j => hC k j i
  refine energy_of_bounded hS (bounded_mul (hc Ω⁻¹) (bounded_mul hT (hc Ω))) fun k => ?_
  show Ω⁻¹ * ((S ^ k)ᵀ * Ω) * S ^ k = 1
  rw [Matrix.mul_assoc, form_pow h, nonsing_inv_mul _ hΩ]
```

Since JJᵀ = 1, J is such a form. In words, for every real symplectic S on finitely many degrees of freedom, the entries of S^k, k ≥ 0, have a common bound if and only if SᵀAS = A for some real symmetric positive definite A.

```lean
/-- A real symplectic map has bounded powers iff it conserves a positive definite energy. -/
theorem symplectic_bounded_iff_energy {S : Matrix (l ⊕ l) (l ⊕ l) ℝ} (h : IsSymplectic S) :
    BoundedPowers S ↔ ConservesEnergy S := by
  have hJ : formJ l * (formJ l)ᵀ = 1 := by
    simp [formJ, fromBlocks_transpose, fromBlocks_multiply]
  exact bounded_iff_energy_of_form (isUnit_det_of_right_inverse hJ) h
```

For a time-periodic quadratic Hamiltonian of finitely many modes, without terms linear in position or momentum, the Heisenberg operators of position and momentum evolve over one period by the same S, so the criterion concerns their stroboscopic mean values as well.

## A damped map and one degree of freedom

Bounded forward powers alone do not give an energy. For S = I/2 in two dimensions the entries of S^k are 2^(−k) or 0, while SᵀAS = A reads A/4 = A, so A = 0, which fails positivity at x = (1, 1).

```lean
/-- The damped map `I / 2` has bounded powers and conserves no positive definite energy. -/
theorem damped_counterexample :
    BoundedPowers ((1 / 2 : ℝ) • (1 : Matrix (Fin 2) (Fin 2) ℝ)) ∧
      ¬ ConservesEnergy ((1 / 2 : ℝ) • (1 : Matrix (Fin 2) (Fin 2) ℝ)) := by
  refine ⟨⟨1, fun k i j => ?_⟩, ?_⟩
  · show |(((1 / 2 : ℝ) • (1 : Matrix (Fin 2) (Fin 2) ℝ)) ^ k) i j| ≤ 1
    rw [_root_.smul_pow, one_pow, Matrix.smul_apply, smul_eq_mul, Matrix.one_apply]
    split_ifs
    · rw [mul_one, abs_of_pos (by positivity)]
      exact pow_le_one₀ (by norm_num) (by norm_num)
    · simp
  · rintro ⟨A, ⟨-, hpos⟩, h⟩
    rw [transpose_smul, transpose_one, Matrix.smul_mul, Matrix.one_mul, Matrix.mul_smul,
      Matrix.mul_one] at h
    have hA : A = 0 := by
      ext i j
      have := congrFun (congrFun h i) j
      simp only [Matrix.smul_apply, smul_eq_mul] at this
      show A i j = 0
      linarith
    have := hpos (fun _ => 1) fun h0 => one_ne_zero (congrFun h0 0)
    simp [hA] at this
```

The smallest nontrivial phase space has one degree of freedom, `l` equal to `Unit`. The map (q, p) ↦ (p, p − q), with rows (0, 1) and (−1, 1), is symplectic and preserves A with rows (2, −1) and (−1, 2), whose form is a sum of squares:

xᵀAx = q² + p² + (q − p)².

```lean
/-- The map `(q, p) ↦ (p, p - q)` is symplectic and preserves the positive definite
matrix `[[2, -1], [-1, 2]]`. -/
theorem symplectic_energy_witness :
    let S : Matrix (Unit ⊕ Unit) (Unit ⊕ Unit) ℝ := fromBlocks 0 1 (-1) 1
    let A : Matrix (Unit ⊕ Unit) (Unit ⊕ Unit) ℝ :=
      fromBlocks ((2 : ℝ) • 1) (-1) (-1) ((2 : ℝ) • 1)
    IsSymplectic S ∧ IsEnergy A ∧ Sᵀ * A * S = A := by
  intro S A
  refine ⟨?_, ⟨?_, fun x hx => ?_⟩, ?_⟩
  · simp [IsSymplectic, formJ, S, fromBlocks_transpose, fromBlocks_multiply]
  · simp [A, fromBlocks_transpose]
  · have e : x ⬝ᵥ A *ᵥ x = x (.inl ()) ^ 2 + x (.inr ()) ^ 2
        + (x (.inl ()) - x (.inr ())) ^ 2 := by
      simp [A, dotProduct, mulVec, Fintype.sum_sum_type]
      ring
    rw [e]
    by_contra h
    have h' := not_lt.mp h
    have s := sq_nonneg (x (.inl ()) - x (.inr ()))
    have a : x (.inl ()) ^ 2 = 0 := by nlinarith [sq_nonneg (x (.inl ())), sq_nonneg (x (.inr ()))]
    have b : x (.inr ()) ^ 2 = 0 := by nlinarith [sq_nonneg (x (.inl ())), sq_nonneg (x (.inr ()))]
    apply hx
    ext i
    rcases i with ⟨⟨⟩⟩ | ⟨⟨⟩⟩
    · exact pow_eq_zero_iff (two_ne_zero) |>.mp a
    · exact pow_eq_zero_iff (two_ne_zero) |>.mp b
  · ext i j
    rcases i with ⟨⟨⟩⟩ | ⟨⟨⟩⟩ <;> rcases j with ⟨⟨⟩⟩ | ⟨⟨⟩⟩ <;>
      simp [S, A, mul_apply, Fintype.sum_sum_type] <;> norm_num

end StroboscopicEnergy
```

```lean
#print axioms StroboscopicEnergy.energy_iff_two_sided
#print axioms StroboscopicEnergy.symplectic_bounded_iff_energy
#print axioms StroboscopicEnergy.damped_counterexample
```

```
'StroboscopicEnergy.energy_iff_two_sided' depends on axioms: [propext, Classical.choice, Quot.sound]
'StroboscopicEnergy.symplectic_bounded_iff_energy' depends on axioms: [propext, Classical.choice, Quot.sound]
'StroboscopicEnergy.damped_counterexample' depends on axioms: [propext, Classical.choice, Quot.sound]
```

## Computing S and A

The remarks here are ordinary arithmetic and practice, beyond what the theorems state. In code, S is obtained by integrating the linear equations over one period from each e_j and storing the results as columns. The recursion G ← SᵀGS from G_0 = 1 then accumulates A_N, whose invariance defect is (G_(N+1) − 1)/(N+1). For the last example S³ = −1, so G_3 = G_0 and A_2 = (2/3)A is already invariant. The same matrix arises from the Verlet recurrence for a single harmonic oscillator of frequency ω and time step h,

q_(k+1) = (2 − ω²h²) q_k − q_(k−1),

at ωh = 1, when it acts on the pair of successive positions (q_(k−1), q_k).
